# The Lorentz factor \(1/\sin 2\theta\) for a crystal rotating about the normal of the scattering plane

When diffraction intensities are recorded from a crystal turning at constant speed, data reduction divides each integrated intensity by a Lorentz factor. In the kinematic approximation, and after the other corrections, the result can be compared with the squared moduli of structure factors computed from an electron density. The factor is needed because some reflections cross the diffraction condition more slowly than others and so collect intensity for longer.

Let \(k\) be the incident wave vector and \(G\) a reciprocal-lattice vector, both perpendicular to the rotation axis. Scattering is elastic, \(\|k\|=\|k+G\|=K\), and \(a=2\theta\) is the angle between \(k\) and \(k+G\). The crossing rate then gives the factor \(1/\sin a\), provided \(K>0\) and \(\sin a\neq0\).

## Rotation, scattering angle and excitation error

```lean
import Mathlib

open Filter Topology

namespace RotatingCrystal

noncomputable section

/-- The planar vector `G` turned by the angle `t`; the plane is modelled by `ℂ`. -/
def rotate (t : ℝ) (G : ℂ) : ℂ := Complex.exp (t * Complex.I) * G
```

The plane is \(\mathbb C\), so `k.re` and `k.im` are the components \(k_x\) and \(k_y\). Multiplication by \(e^{it}\) is the rotation \(R(t)\). The crystal turns and the beam stays fixed, so only \(G\) is rotated.

```lean
/-- The scattering angle: the angle in `[0, π]` between the incident wave vector `k`
and the scattered wave vector `k + G`. -/
def scatteringAngle (k G : ℂ) : ℝ := InnerProductGeometry.angle k (k + G)
```

This is \(a\), an unsigned angle in \([0,\pi]\).

```lean
/-- The excitation error after the crystal has turned by `t`: the radial distance, with sign,
of `k + R(t) G` from the Ewald circle of radius `‖k‖`. -/
def excitationError (k G : ℂ) (t : ℝ) : ℝ := ‖k + rotate t G‖ - ‖k‖
```

This is \(s(t)=\|k+R(t)G\|-\|k\|\), the signed radial distance from the Ewald circle. It is zero when the diffraction condition holds exactly.

## The squared length and its rate of change

```lean
/-- The squared length of `k + R(t) G` as an explicit function of the rotation angle. -/
theorem norm_sq_add_rotate (k G : ℂ) (t : ℝ) :
    ‖k + rotate t G‖ ^ 2 = ‖k‖ ^ 2 + ‖G‖ ^ 2 +
      2 * (Real.cos t * (k.re * G.re + k.im * G.im) +
        Real.sin t * (k.im * G.re - k.re * G.im)) := by
  simp only [Complex.sq_norm, Complex.normSq_apply, rotate, Complex.add_re, Complex.add_im,
    Complex.mul_re, Complex.mul_im, Complex.exp_ofReal_mul_I_re, Complex.exp_ofReal_mul_I_im]
  linear_combination (G.re ^ 2 + G.im ^ 2) * Real.sin_sq_add_cos_sq t
```

After the colon stands the claim, and after `:= by` its proof. By hand, \(\|R(t)G\|=\|G\|\) gives
\[
\|k+R(t)G\|^2=\|k\|^2+\|G\|^2+2\,k\cdot R(t)G ,
\]
\[
k\cdot R(t)G=\cos t\,(k_xG_x+k_yG_y)+\sin t\,(k_yG_x-k_xG_y).
\]
In Lean, `simp only` writes everything in components. Then `linear_combination` closes the goal with \(\sin^2t+\cos^2t=1\), multiplied by \(\|G\|^2\).

```lean
/-- At `t = 0` the squared length of `k + R(t) G` changes at a rate equal to twice
a planar cross product of `k` and `G`. -/
theorem hasDerivAt_norm_sq (k G : ℂ) :
    HasDerivAt (fun t : ℝ => ‖k + rotate t G‖ ^ 2)
      (2 * (k.im * G.re - k.re * G.im)) 0 := by
  have e := funext (norm_sq_add_rotate k G)
  rw [e]
  have h := ((((Real.hasDerivAt_cos 0).mul_const (k.re * G.re + k.im * G.im)).fun_add
    ((Real.hasDerivAt_sin 0).mul_const (k.im * G.re - k.re * G.im))).const_mul
      (2 : ℝ)).const_add (‖k‖ ^ 2 + ‖G‖ ^ 2)
  exact h.congr_deriv (by simp)
```

`HasDerivAt f d 0` says that \(f\) is differentiable at 0 with derivative \(d\). At \(t=0\) the cosine has slope 0 and the sine slope 1, so the derivative is \(2c\) with
\[
c=k_yG_x-k_xG_y .
\]
The proof replaces the function by its expansion and applies the sum and constant-factor rules. The elastic condition is not used yet.

## From the cross product to the scattering angle

```lean
/-- For elastic scattering with wave number `K`, the scalar product of the incident and
scattered wave vectors is `K²` times the cosine of the scattering angle. -/
theorem cos_scatteringAngle {k G : ℂ} {K : ℝ} (hk : ‖k‖ = K) (hG : ‖k + G‖ = K) :
    Real.cos (scatteringAngle k G) * (K * K) =
      k.re * (k.re + G.re) + k.im * (k.im + G.im) := by
  have hi : inner ℝ k (k + G) = k.re * (k.re + G.re) + k.im * (k.im + G.im) := by
    simp only [Complex.inner, Complex.mul_re, Complex.conj_re, Complex.conj_im,
      Complex.add_re, Complex.add_im]
    ring
  have h := InnerProductGeometry.cos_angle_mul_norm_mul_norm k (k + G)
  rw [hk, hG, hi] at h
  exact h
```

The arguments `hk` and `hG` are the hypotheses \(\|k\|=K\) and \(\|k+G\|=K\). The statement is \(K^2\cos a=k\cdot(k+G)\), the usual relation between scalar product and angle with both lengths set to \(K\).

```lean
/-- For elastic scattering with wave number `K`, the planar cross product of `k` and `G`
has magnitude `K²` times the sine of the scattering angle. -/
theorem abs_cross {k G : ℂ} {K : ℝ} (hk : ‖k‖ = K) (hG : ‖k + G‖ = K) :
    |k.im * G.re - k.re * G.im| = K ^ 2 * Real.sin (scatteringAngle k G) := by
  have hk2 : k.re * k.re + k.im * k.im = K ^ 2 := by
    rw [← hk, Complex.sq_norm, Complex.normSq_apply]
  have hG2 : (k.re + G.re) * (k.re + G.re) + (k.im + G.im) * (k.im + G.im) = K ^ 2 := by
    rw [← hG, Complex.sq_norm, Complex.normSq_apply, Complex.add_re, Complex.add_im]
  have hc := cos_scatteringAngle hk hG
  have hs : 0 ≤ Real.sin (scatteringAngle k G) := InnerProductGeometry.sin_angle_nonneg _ _
  -- Lagrange's identity: cross² + dot² = K⁴
  have h : (k.im * G.re - k.re * G.im) ^ 2 =
      (K ^ 2 * Real.sin (scatteringAngle k G)) ^ 2 := by
    linear_combination
      ((k.re + G.re) * (k.re + G.re) + (k.im + G.im) * (k.im + G.im)) * hk2 + K ^ 2 * hG2 +
      (Real.cos (scatteringAngle k G) * K ^ 2 +
        (k.re * (k.re + G.re) + k.im * (k.im + G.im))) * hc -
      K ^ 4 * Real.sin_sq_add_cos_sq (scatteringAngle k G)
  rw [sq_eq_sq_iff_abs_eq_abs] at h
  rw [h, abs_of_nonneg (mul_nonneg (sq_nonneg K) hs)]
```

Adding \(k\) to \(G\) leaves the cross product unchanged: \(c=k_y(k_x+G_x)-k_x(k_y+G_y)\). Lagrange's identity then gives
\[
c^2+\bigl(k\cdot(k+G)\bigr)^2=\|k\|^2\|k+G\|^2=K^4 ,
\]
so \(c^2=K^4(1-\cos^2a)=K^4\sin^2a\). Since \(\sin a\ge0\) on \([0,\pi]\), \(|c|=K^2\sin a\). The long `linear_combination` is this algebra, and the last two lines take the square root.

```lean
/-- Bragg's law: for elastic scattering with wave number `K`, the length of `G` is `2K` times
the sine of half the scattering angle. -/
theorem bragg_law {k G : ℂ} {K : ℝ} (hk : ‖k‖ = K) (hG : ‖k + G‖ = K) :
    ‖G‖ = 2 * K * Real.sin (scatteringAngle k G / 2) := by
  have hk2 : k.re * k.re + k.im * k.im = K ^ 2 := by
    rw [← hk, Complex.sq_norm, Complex.normSq_apply]
  have hG2 : (k.re + G.re) * (k.re + G.re) + (k.im + G.im) * (k.im + G.im) = K ^ 2 := by
    rw [← hG, Complex.sq_norm, Complex.normSq_apply, Complex.add_re, Complex.add_im]
  have hc := cos_scatteringAngle hk hG
  have hK : 0 ≤ K := hk ▸ norm_nonneg k
  have ha : 0 ≤ scatteringAngle k G := InnerProductGeometry.angle_nonneg _ _
  have hb : scatteringAngle k G ≤ Real.pi := InnerProductGeometry.angle_le_pi _ _
  have hs : 0 ≤ Real.sin (scatteringAngle k G / 2) :=
    Real.sin_nonneg_of_nonneg_of_le_pi (by linarith) (by linarith)
  have h2 := Real.cos_two_mul (scatteringAngle k G / 2)
  rw [show 2 * (scatteringAngle k G / 2) = scatteringAngle k G by ring] at h2
  -- both sides are nonnegative, so it suffices to compare squares
  refine (sq_eq_sq₀ (norm_nonneg G) (by positivity)).1 ?_
  rw [Complex.sq_norm, Complex.normSq_apply]
  linear_combination hk2 + hG2 + 2 * hc - 2 * K ^ 2 * h2 -
    4 * K ^ 2 * Real.sin_sq_add_cos_sq (scatteringAngle k G / 2)
```

Because \(G=(k+G)-k\),
\[
\|G\|^2=2K^2-2K^2\cos a=4K^2\sin^2(a/2),
\]
and both \(\|G\|\) and \(2K\sin(a/2)\) are nonnegative. This is Bragg's law, and it identifies \(a/2\) with the Bragg angle \(\theta\). With \(K=2\pi/\lambda\) and \(\|G\|=2\pi n/d\) it reads \(n\lambda=2d\sin\theta\).

## The crossing rate and the Lorentz factor

```lean
/-- If `k` and `k + G` both have length `K`, then turning the crystal changes the squared
length of `k + R(t) G` at `t = 0` at a rate of magnitude `2K²` times the sine of the
scattering angle. -/
theorem abs_deriv_norm_sq {k G : ℂ} {K : ℝ} (hk : ‖k‖ = K) (hG : ‖k + G‖ = K) :
    DifferentiableAt ℝ (fun t : ℝ => ‖k + rotate t G‖ ^ 2) 0 ∧
      |deriv (fun t : ℝ => ‖k + rotate t G‖ ^ 2) 0| =
        2 * K ^ 2 * Real.sin (scatteringAngle k G) := by
  refine ⟨(hasDerivAt_norm_sq k G).differentiableAt, ?_⟩
  rw [(hasDerivAt_norm_sq k G).deriv, abs_mul, abs_cross hk hG, abs_two]
  ring
```

The derivative from `hasDerivAt_norm_sq` and the magnitude from `abs_cross` combine to
\[
\left|\frac{d}{dt}\|k+R(t)G\|^2\right|_{t=0}=|2c|=2K^2\sin a .
\]
The symbol `∧` means "and". Differentiability is stated separately because Lean's `deriv` returns 0 where no derivative exists.

```lean
/-- If `k + G` has length `K > 0`, the excitation error changes at `t = 0` at a rate equal to a
planar cross product of `k` and `G` divided by `K`. -/
theorem hasDerivAt_excitationError {k G : ℂ} {K : ℝ} (hK : 0 < K) (hG : ‖k + G‖ = K) :
    HasDerivAt (excitationError k G) ((k.im * G.re - k.re * G.im) / K) 0 := by
  have h0 : ‖k + rotate 0 G‖ = K := by simpa [rotate] using hG
  have hs : ∀ t : ℝ, √(‖k + rotate t G‖ ^ 2) = ‖k + rotate t G‖ :=
    fun t => Real.sqrt_sq (norm_nonneg _)
  have h := ((hasDerivAt_norm_sq k G).sqrt
    (by simp only [h0]; positivity)).sub_const ‖k‖
  simp only [hs, h0, Real.sqrt_sq hK.le] at h
  exact h.congr_deriv (mul_div_mul_left _ _ two_ne_zero)
```

Write \(f(t)=\|k+R(t)G\|^2\), so that \(s=\sqrt f-\|k\|\). The chain rule gives
\[
s'(0)=\frac{f'(0)}{2\sqrt{f(0)}}=\frac{2c}{2K}=\frac cK .
\]
The condition \(K>0\) keeps the square root away from zero. Only \(\|k+G\|=K\) is assumed, since \(\|k\|\) enters as a constant.

```lean
/-- The rotating-crystal Lorentz factor: for elastic scattering with wave number `K > 0` and
a scattering angle `2θ` whose sine is not zero, the rotation angle per unit of relative
excitation error tends to `1 / sin 2θ` at the reflection. -/
theorem lorentz_factor {k G : ℂ} {K : ℝ} (hK : 0 < K) (hk : ‖k‖ = K) (hG : ‖k + G‖ = K)
    (hs : Real.sin (scatteringAngle k G) ≠ 0) :
    Tendsto (fun t : ℝ => K * |t| / |excitationError k G t|) (𝓝[≠] 0)
      (𝓝 (1 / Real.sin (scatteringAngle k G))) := by
  have hK0 : K ≠ 0 := hK.ne'
  have he0 : excitationError k G 0 = 0 := by simp [excitationError, rotate, hk, hG]
  have hd : |(k.im * G.re - k.re * G.im) / K| = K * Real.sin (scatteringAngle k G) := by
    rw [abs_div, abs_cross hk hG, abs_of_pos hK]
    field_simp
  have hv : K * (K * Real.sin (scatteringAngle k G))⁻¹ =
      1 / Real.sin (scatteringAngle k G) := by
    field_simp
  -- invert the difference quotient of the excitation error
  have h1 := (hasDerivAt_iff_tendsto_slope.1 (hasDerivAt_excitationError hK hG)).abs
  rw [hd] at h1
  have h2 := (h1.inv₀ (mul_ne_zero hK0 hs)).const_mul K
  rw [hv] at h2
  refine h2.congr (fun t => ?_)
  simp only [slope_def_field, he0, sub_zero, abs_div, inv_div, mul_div_assoc]
```

`Tendsto … (𝓝[≠] 0) (𝓝 L)` is the limit \(L\) as \(t\to0\) with \(t\neq0\). Under elastic scattering \(s(0)=0\) and \(|s'(0)|=|c|/K=K\sin a\), hence
\[
\frac{|s(t)|}{|t|}\to K\sin a,\qquad \frac{K|t|}{|s(t)|}\to\frac1{\sin a}.
\]
The second limit inverts the first, which requires \(\sin a\neq0\). In the proof, `h1` is the first limit and `h2` the second.

The quantity \(K|t|/|s(t)|\) is the rotation angle spent per unit of relative excitation error \(|s|/K\). At constant angular speed, angle is proportional to time, and this is how the limit becomes an intensity correction; that reading belongs to the physics of the measurement and is not part of the theorem.

## Where the crossing rate vanishes

```lean
/-- For elastic scattering, the squared length of `k + R(t) G` is stationary at `t = 0`
exactly when `G = 0` or `G = -2k`. -/
theorem stationary_iff {k G : ℂ} (hG : ‖k + G‖ = ‖k‖) :
    deriv (fun t : ℝ => ‖k + rotate t G‖ ^ 2) 0 = 0 ↔ G = 0 ∨ G = -(2 * k) := by
  rw [(hasDerivAt_norm_sq k G).deriv]
  constructor
  · intro h
    have hN : ‖k + G‖ ^ 2 = ‖k‖ ^ 2 := by rw [hG]
    simp only [Complex.sq_norm, Complex.normSq_apply, Complex.add_re, Complex.add_im] at hN
    -- G is both orthogonal and parallel to 2k + G
    have hz : starRingEnd ℂ G * (k + k + G) = 0 := by
      apply Complex.ext
      · simp only [Complex.mul_re, Complex.conj_re, Complex.conj_im, Complex.add_re,
          Complex.add_im, Complex.zero_re]
        linear_combination hN
      · simp only [Complex.mul_im, Complex.conj_re, Complex.conj_im, Complex.add_re,
          Complex.add_im, Complex.zero_im]
        linear_combination h
    rcases mul_eq_zero.1 hz with h1 | h1
    · left
      simpa using h1
    · right
      linear_combination h1
  · rintro (h | h)
    · simp [h]
    · have hre : G.re = -(2 * k.re) := by simp [h]
      have him : G.im = -(2 * k.im) := by simp [h]
      rw [hre, him]
      ring

end

end RotatingCrystal
```

The symbol `↔` means "if and only if". The elastic condition gives \(G\cdot(2k+G)=0\), so \(G\) is orthogonal to \(2k+G\). A zero rate means \(c=0\), which in the plane makes the two vectors parallel as well. One of them must then vanish: \(G=0\) or \(G=-2k\). Lean puts both conditions into one complex equation, \(\overline G\,(2k+G)=0\), whose real part is the scalar product and whose imaginary part is \(2c\). The converse is substitution.

For \(K>0\) these cases are forward scattering and exact backscattering, the two that \(\sin a\neq0\) excludes from the Lorentz factor.

```lean
#print axioms RotatingCrystal.bragg_law
-- 'RotatingCrystal.bragg_law' depends on axioms: [propext, Classical.choice, Quot.sound]
#print axioms RotatingCrystal.abs_deriv_norm_sq
-- 'RotatingCrystal.abs_deriv_norm_sq' depends on axioms: [propext, Classical.choice, Quot.sound]
#print axioms RotatingCrystal.lorentz_factor
-- 'RotatingCrystal.lorentz_factor' depends on axioms: [propext, Classical.choice, Quot.sound]
#print axioms RotatingCrystal.stationary_iff
-- 'RotatingCrystal.stationary_iff' depends on axioms: [propext, Classical.choice, Quot.sound]
```

## The factor in a data-reduction script

A program that already holds the components of \(k\) and \(G\) needs no angle, because \(1/\sin a=K^2/|c|\). Both must be given in the laboratory frame, with \(G\) turned to the orientation in which it diffracts:

```python
L = K**2 / abs(ky*Gx - kx*Gy)
I_corrected = I_integrated / L
```

At \(2\theta=90^\circ\) this gives \(L=1\), and at \(2\theta=30^\circ\) it gives \(L=2\). The factor has no finite value at \(c=0\), so reflections with \(c=0\) must be left out beforehand. The form \(1/\sin a\) is restricted to \(G\) perpendicular to the rotation axis. If \(G\) also has a component along the axis, the same crossing-rate argument still gives \(K^2/|c|\), with \(K\) the length of the full wave vector, but this is then larger than \(1/\sin a\). The theorems above cover only the planar case. Polarisation and absorption are corrected separately.
